# The AP1roG geminal product as a sum of pair configurations weighted by permanents of the amplitudes

In AP1roG, each occupied orbital $i$ contributes a factor $1+\sum_a t_{ia}x_iy_a$: its electron pair stays, or moves to a virtual orbital $a$. The theorem says that the product of these factors is a sum over sets $S$ of emptied occupied orbitals and equally large sets $T$ of filled virtual ones, where the coefficient of $\prod_{i\in S}x_i\prod_{a\in T}y_a$ is the permanent of the amplitudes $t_{ia}$ on $S\times T$. Both sets of orbitals are finite, the symbols $x_i$, $y_a$ and the amplitudes lie in a commutative ring, and $y_a^2=0$ for every $a$; the expansion is unnormalised, with coefficient 1 for the configuration in which no pair moves. The proof expands the product into a sum over maps from $S$ to the virtual orbitals, identifies the injective maps with the matchings counted by the permanents, and shows that every other map contributes zero because it fills some virtual orbital twice.

The failing Lean file:

```lean
import Mathlib

open Finset

namespace PairCoupledCluster

variable {ι κ A : Type*} [Fintype ι] [Fintype κ] [CommRing A]

/-- The AP1roG geminal factor of occupied orbital `i`: the pair stays, or moves to one of the
virtual orbitals. -/
def geminal (t : ι → κ → A) (x : ι → A) (y : κ → A) (i : ι) : A :=
  1 + ∑ a, t i a * (x i * y a)

/-- The permanent of the amplitudes restricted to `S × T`: the sum over all ways to match the
occupied orbitals in `S` one-to-one with the virtual orbitals in `T`. -/
def pairPermanent [DecidableEq ι] [DecidableEq κ] (t : ι → κ → A)
    (S : Finset ι) (T : Finset κ) : A :=
  ∑ e : S ≃ T, ∏ i : S, t i (e i)

/-- If each virtual orbital can be filled only once, the geminal product expands into pair
configurations whose coefficients are permanents of the amplitudes. -/
theorem prod_geminal_eq_sum_permanent [DecidableEq ι] [DecidableEq κ]
    (t : ι → κ → A) (x : ι → A) (y : κ → A) (hy : ∀ a, y a ^ 2 = 0) :
    ∏ i, geminal t x y i = ∑ S : Finset ι, ∑ T ∈ powersetCard S.card univ,
      pairPermanent t S T * ((∏ i ∈ S, x i) * ∏ a ∈ T, y a) := by
  unfold geminal
  rw [Finset.prod_one_add, Finset.powerset_univ]
  refine Finset.sum_congr rfl fun S _ => ?_
  -- sets of different size have no matching, so `T` may run over all subsets
  have hall : ∑ T ∈ powersetCard S.card univ,
      pairPermanent t S T * ((∏ i ∈ S, x i) * ∏ a ∈ T, y a) =
      ∑ T : Finset κ, pairPermanent t S T * ((∏ i ∈ S, x i) * ∏ a ∈ T, y a) := by
    refine Finset.sum_subset (Finset.subset_univ _) fun T _ hT => ?_
    have h0 : pairPermanent t S T = 0 := Finset.sum_eq_zero fun e _ => by
      have hc : S.card = T.card := by simpa using Fintype.card_congr e
      exact absurd (Finset.mem_powersetCard.2 ⟨Finset.subset_univ _, hc.symm⟩) hT
    rw [h0, zero_mul]
  have hfun : ∏ i ∈ S, ∑ a, t i a * (x i * y a) =
      ∑ f : S → κ, ∏ i : S, t i (f i) * (x i * y (f i)) := by
    rw [← Finset.prod_coe_sort, Finset.prod_univ_sum, Fintype.piFinset_univ]
  rw [hall, hfun]
  symm
  calc ∑ T : Finset κ, pairPermanent t S T * ((∏ i ∈ S, x i) * ∏ a ∈ T, y a)
      = ∑ p : (T : Finset κ) × (S ≃ T), ∏ i : S, t i (p.2 i) * (x i * y (p.2 i)) := by
        rw [Fintype.sum_sigma]
        refine Finset.sum_congr rfl fun T _ => ?_
        rw [pairPermanent, Finset.sum_mul]
        refine Finset.sum_congr rfl fun e _ => ?_
        change _ = ∏ i : S, t i (e i) * (x i * y (e i))
        have he : ∏ i : S, y (e i) = ∏ a ∈ T, y a := by
          rw [← Finset.prod_coe_sort T y]
          exact Equiv.prod_comp e (fun a : T => y a)
        rw [Finset.prod_mul_distrib, Finset.prod_mul_distrib, Finset.prod_coe_sort S x, he]
    _ = ∑ f : S → κ, ∏ i : S, t i (f i) * (x i * y (f i)) := by
        refine Fintype.sum_of_injective (fun p i => (p.2 i : κ)) ?_ _ _ ?_ (fun _ => rfl)
        · -- a matching is determined by its underlying map
          rintro ⟨T, e⟩ ⟨T', e'⟩ h
          have h' : ∀ i, (e i : κ) = e' i := fun i => congrFun h i
          have hT : T = T' := by
            ext a
            constructor
            · intro ha
              have h1 := h' (e.symm ⟨a, ha⟩)
              rw [Equiv.apply_symm_apply] at h1
              exact h1 ▸ (e' (e.symm ⟨a, ha⟩)).2
            · intro ha
              have h1 := h' (e'.symm ⟨a, ha⟩)
              rw [Equiv.apply_symm_apply] at h1
              exact h1 ▸ (e (e'.symm ⟨a, ha⟩)).2
          subst hT
          have he : e = e' := Equiv.ext fun i => Subtype.ext (h' i)
          rw [he]
        · -- any other map fills some virtual orbital twice
          intro f hf
          have hni : ¬ Function.Injective f := fun hi => hf
            ⟨⟨univ.image f, Equiv.ofBijective
              (fun i => ⟨f i, Finset.mem_image_of_mem f (Finset.mem_univ i)⟩)
              ⟨fun i j h => hi (congrArg Subtype.val h), fun ⟨a, ha⟩ => by
                obtain ⟨i, _, rfl⟩ := Finset.mem_image.1 ha
                exact ⟨i, rfl⟩⟩⟩, rfl⟩
          simp only [Function.Injective, not_forall] at hni
          obtain ⟨i, j, hij, hne⟩ := hni
          have h2 : y (f i) * y (f j) = 0 := by
            rw [hij, ← sq]
            exact hy _
          have hz : ∏ k : S, y (f k) = 0 := by
            rw [← Finset.mul_prod_erase univ (fun k => y (f k)) (Finset.mem_univ i),
              ← Finset.mul_prod_erase (univ.erase i) (fun k => y (f k))
                (Finset.mem_erase.2 ⟨Ne.symm hne, Finset.mem_univ j⟩), ← mul_assoc]
            simp only [h2, zero_mul]
          rw [Finset.prod_mul_distrib, Finset.prod_mul_distrib, hz, mul_zero, mul_zero]

end PairCoupledCluster
```

The error:

```
Main.lean:65:20: error: invalid `▸` notation, expected result type of cast is 
  a ∈ T'
however, the equality 
  h1
of type 
  ↑⟨a, ha⟩ = ↑(e' (e.symm ⟨a, ha⟩))
does not contain the expected result type on either the left or the right hand side
Main.lean:69:20: error: invalid `▸` notation, expected result type of cast is 
  a ∈ T
however, the equality 
  h1
of type 
  ↑(e (e'.symm ⟨a, ha⟩)) = ↑⟨a, ha⟩
does not contain the expected result type on either the left or the right hand side
```

This version goes through:

```diff
@@ -63,9 +63,13 @@
               have h1 := h' (e.symm ⟨a, ha⟩)
               rw [Equiv.apply_symm_apply] at h1
-              exact h1 ▸ (e' (e.symm ⟨a, ha⟩)).2
+              have h2 : (e' (e.symm ⟨a, ha⟩) : κ) ∈ T' := (e' (e.symm ⟨a, ha⟩)).2
+              rw [← h1] at h2
+              exact h2
             · intro ha
               have h1 := h' (e'.symm ⟨a, ha⟩)
               rw [Equiv.apply_symm_apply] at h1
-              exact h1 ▸ (e (e'.symm ⟨a, ha⟩)).2
+              have h2 : (e (e'.symm ⟨a, ha⟩) : κ) ∈ T := (e (e'.symm ⟨a, ha⟩)).2
+              rw [h1] at h2
+              exact h2
           subst hT
           have he : e = e' := Equiv.ext fun i => Subtype.ext (h' i)
```

Both errors occur where the proof shows that two matchings with the same underlying map have the same target set, `T = T'`. The first goal is `a ∈ T'`, and `▸` has to reach it by rewriting with `h1`. But one side of `h1` is `↑⟨a, ha⟩`, the value of a subtype element built from `a`, and the other is the value of `e'` at a point. The goal contains only the bare `a`. Although `↑⟨a, ha⟩` and `a` are equal by definition, `▸` does not find the one in the other here, so it has nothing to rewrite. The second error is the same with `T` and `e`.

The repair rewrites the membership fact instead of the goal. `h2` states that the value of the matching lies in the target set, and this does contain a side of `h1` as written. `rw [← h1] at h2` in the first case, and `rw [h1] at h2` in the second, where the equation runs the other way, turn that value into `↑⟨a, ha⟩`. Then `exact h2` closes the goal, since Lean accepts `↑⟨a, ha⟩` as `a` when it checks the types.
